# A gapped BHZ block with unit hoppings has mass-sign product −1 exactly when |m| < 2

Take a two-band chain with lattice constant 1, momentum $k$ and a real parameter $m$:

$$h(k)=\sin k\,\sigma_x+(m+\cos k)\,\sigma_z .$$

The Pauli matrices $\sigma_x$ and $\sigma_z$ anticommute and square to the identity, so $h(k)^2=\big(\sin^2 k+(m+\cos k)^2\big)\mathbb 1$ and the energies are $\pm\sqrt{\sin^2 k+(m+\cos k)^2}$. They reach zero only if $\sin k=0$, which means $k=0$ or $k=\pi$ up to multiples of $2\pi$. There the coefficient of $\sigma_z$, called the mass, is $m+1$ or $m-1$. The chain is therefore gapped unless $m=\pm1$, and the two masses have opposite signs exactly when $(m+1)(m-1)=m^2-1<0$, that is, when $|m|<1$.

One block of the Bernevig–Hughes–Zhang (BHZ) model on the square lattice works the same way, with four special momenta, where both sines vanish, in place of two:

$$H(\mathbf k)=A\sin k_x\,\sigma_x+B\sin k_y\,\sigma_y+M(\mathbf k)\,\sigma_z,\qquad M(\mathbf k)=m+t_1\cos k_x+t_2\cos k_y .$$

Here $A$ and $B$ couple the two orbitals, $t_1$ and $t_2$ are the hopping parameters along the two axes, and $m$ sets the orbital energy offset. All five are real. When $A$ and $B$ are both nonzero, the gap can close only at the four special momenta.

## The Hamiltonian in Lean

```lean
import Mathlib

open Matrix

namespace BHZParity

noncomputable section
```

The first line loads the mathematical library Mathlib. The namespace prefixes all later names with `BHZParity`, and `open Matrix` makes matrix notation available.

```lean
/-- The Pauli matrix σx. -/
def σx : Matrix (Fin 2) (Fin 2) ℂ := !![0, 1; 1, 0]
```

A definition has a name, a type after the colon and a value after `:=`. The type `Matrix (Fin 2) (Fin 2) ℂ` is that of complex $2\times2$ matrices, with rows and columns numbered 0 and 1. The value lists the rows, separated by a semicolon.

```lean
/-- The Pauli matrix σy. -/
def σy : Matrix (Fin 2) (Fin 2) ℂ := !![0, -Complex.I; Complex.I, 0]
```

This is $\sigma_y$, with `Complex.I` for the imaginary unit.

```lean
/-- The Pauli matrix σz, which also represents spatial inversion on the two orbitals. -/
def σz : Matrix (Fin 2) (Fin 2) ℂ := !![1, 0; 0, -1]
```

The matrix $\sigma_z$ has two roles. It multiplies the mass in the Hamiltonian, and it represents spatial inversion: orbital 0 is even and orbital 1 is odd.

```lean
/-- The two-level Hamiltonian x σx + y σy + z σz with real coefficients. -/
def pauliVec (x y z : ℝ) : Matrix (Fin 2) (Fin 2) ℂ :=
  (x : ℂ) • σx + (y : ℂ) • σy + (z : ℂ) • σz
```

For real $x,y,z$ this is

$$x\sigma_x+y\sigma_y+z\sigma_z=\begin{pmatrix} z & x-iy\\ x+iy & -z\end{pmatrix}.$$

The annotation `(x : ℂ)` regards a real number as a complex one, and `•` is multiplication of a matrix by a scalar.

```lean
/-- The momentum-dependent mass m + t₁ cos kx + t₂ cos ky. -/
def mass (t₁ t₂ m kx ky : ℝ) : ℝ := m + t₁ * Real.cos kx + t₂ * Real.cos ky
```

This is $M(\mathbf k)$. The momenta are arbitrary real numbers, not points of a chosen Brillouin zone; periodicity comes from the cosines.

```lean
/-- The BHZ block with orbital couplings A, B and hoppings t₁, t₂ along the two axes. -/
def bhz (A B t₁ t₂ m kx ky : ℝ) : Matrix (Fin 2) (Fin 2) ℂ :=
  pauliVec (A * Real.sin kx) (B * Real.sin ky) (mass t₁ t₂ m kx ky)
```

This is $H(\mathbf k)$. It has no term proportional to the identity, so its two energies are $\pm|\mathbf d|$, where $\mathbf d=(A\sin k_x,\,B\sin k_y,\,M)$ is the coefficient vector. The full BHZ model has four bands and also contains the time-reversed partner of this block. Its usual form includes a momentum-dependent multiple of the identity as well, which is left out here; at each momentum it shifts all energies equally and leaves their differences unchanged.

```lean
/-- The block is gapped when it is invertible at every real momentum. -/
def Gapped (A B t₁ t₂ m : ℝ) : Prop :=
  ∀ kx ky : ℝ, IsUnit (bhz A B t₁ t₂ m kx ky)
```

A `Prop` is a statement, and `IsUnit` says that a matrix has an inverse. "Gapped" thus means that zero is not an energy at any momentum. Since the energies are $\pm|\mathbf d|$, this is the same as saying that the two bands never touch.

```lean
/-- The product of the signs of the mass at the four time-reversal-invariant momenta. -/
def parityProduct (t₁ t₂ m : ℝ) : SignType :=
  SignType.sign (mass t₁ t₂ m 0 0) * SignType.sign (mass t₁ t₂ m 0 Real.pi) *
    SignType.sign (mass t₁ t₂ m Real.pi 0) * SignType.sign (mass t₁ t₂ m Real.pi Real.pi)
```

At the time-reversal-invariant momenta, $\mathbf k$ and $-\mathbf k$ differ by a reciprocal lattice vector. The four representatives are $(0,0)$, $(0,\pi)$, $(\pi,0)$ and $(\pi,\pi)$, with masses

$$m+t_1+t_2,\quad m+t_1-t_2,\quad m-t_1+t_2,\quad m-t_1-t_2 .$$

`SignType` has the three values $-1$, $0$ and $1$, so the product is $0$ as soon as one mass vanishes.

## Inversion reverses the momentum

```lean
/-- Inversion, represented by σz, maps the block at momentum k to the block at -k. -/
theorem bhz_inversion (A B t₁ t₂ m kx ky : ℝ) :
    σz * bhz A B t₁ t₂ m kx ky * σz = bhz A B t₁ t₂ m (-kx) (-ky) := by
  ext i j
  fin_cases i <;> fin_cases j <;>
    simp [bhz, pauliVec, σx, σy, σz, mass, Matrix.mul_apply, Fin.sum_univ_succ] <;> ring
```

A theorem has the same layout as a definition: the statement follows the colon, and the proof follows `:= by`. This one says $\sigma_z H(\mathbf k)\sigma_z=H(-\mathbf k)$.

By hand, $\sigma_z\sigma_x\sigma_z=-\sigma_x$ and $\sigma_z\sigma_y\sigma_z=-\sigma_y$, while $\sigma_z$ commutes with itself. Conjugation therefore flips the signs of the two sine terms and leaves the mass alone. The change $\mathbf k\to-\mathbf k$ does the same, because sine is odd and cosine is even. The Lean proof compares the matrices entry by entry: `ext i j` and `fin_cases` produce the four entries, and `simp` and `ring` do the algebra.

## Invertibility is a nonzero coefficient vector

```lean
/-- The determinant of a two-level Hamiltonian is minus the squared length of its
coefficient vector. -/
theorem det_pauliVec (x y z : ℝ) :
    (pauliVec x y z).det = -((x ^ 2 + y ^ 2 + z ^ 2 : ℝ) : ℂ) := by
  rw [Matrix.det_fin_two]
  simp [pauliVec, σx, σy, σz]
  linear_combination (y : ℂ) ^ 2 * Complex.I_sq
```

From the explicit matrix above,

$$\det=-z^2-(x-iy)(x+iy)=-(x^2+y^2+z^2).$$

The proof expands the $2\times2$ determinant in the same way. The last line supplies the one fact that is not pure algebra in commuting symbols, $i^2=-1$, multiplied by $y^2$.

```lean
/-- A two-level Hamiltonian is invertible exactly when its coefficient vector has
nonzero length. -/
theorem isUnit_pauliVec (x y z : ℝ) :
    IsUnit (pauliVec x y z) ↔ x ^ 2 + y ^ 2 + z ^ 2 ≠ 0 := by
  rw [Matrix.isUnit_iff_isUnit_det, det_pauliVec, isUnit_iff_ne_zero, neg_ne_zero,
    Complex.ofReal_ne_zero]
```

A square complex matrix is invertible exactly when its determinant is nonzero, so here exactly when $x^2+y^2+z^2\neq0$. The `rw` line performs these replacements one after another. The last one passes from a complex number back to the real number it came from.

## The gap closes only at the four special momenta

```lean
/-- With both orbital couplings nonzero, the block is gapped exactly when none of the four
masses m ± t₁ ± t₂ vanishes. -/
theorem gapped_iff {A B : ℝ} (hA : A ≠ 0) (hB : B ≠ 0) (t₁ t₂ m : ℝ) :
    Gapped A B t₁ t₂ m ↔
      m + t₁ + t₂ ≠ 0 ∧ m + t₁ - t₂ ≠ 0 ∧ m - t₁ + t₂ ≠ 0 ∧ m - t₁ - t₂ ≠ 0 := by
  constructor
  · -- evaluate the block at the four invariant momenta
    intro h
    refine ⟨fun e => (isUnit_pauliVec _ _ _).1 (h 0 0) ?_,
      fun e => (isUnit_pauliVec _ _ _).1 (h 0 Real.pi) ?_,
      fun e => (isUnit_pauliVec _ _ _).1 (h Real.pi 0) ?_,
      fun e => (isUnit_pauliVec _ _ _).1 (h Real.pi Real.pi) ?_⟩ <;>
    · simp [mass]
      linarith
  · rintro ⟨h1, h2, h3, h4⟩ kx ky
    refine (isUnit_pauliVec _ _ _).2 fun h => ?_
    have px := sq_nonneg (A * Real.sin kx)
    have py := sq_nonneg (B * Real.sin ky)
    have pz := sq_nonneg (mass t₁ t₂ m kx ky)
    -- a closing of the gap forces all three coefficients to vanish
    have hx : A * Real.sin kx = 0 := (pow_eq_zero_iff two_ne_zero).1 (by linarith)
    have hy : B * Real.sin ky = 0 := (pow_eq_zero_iff two_ne_zero).1 (by linarith)
    have hz : mass t₁ t₂ m kx ky = 0 := (pow_eq_zero_iff two_ne_zero).1 (by linarith)
    have sx := (mul_eq_zero.1 hx).resolve_left hA
    have sy := (mul_eq_zero.1 hy).resolve_left hB
    unfold mass at hz
    -- hence both cosines are 1 or -1
    rcases Real.sin_eq_zero_iff_cos_eq.1 sx with e | e <;>
      rcases Real.sin_eq_zero_iff_cos_eq.1 sy with f | f <;>
      rw [e, f] at hz <;>
      first
        | exact h1 (by linarith)
        | exact h2 (by linarith)
        | exact h3 (by linarith)
        | exact h4 (by linarith)
```

The hypotheses `hA` and `hB` say $A\neq0$ and $B\neq0$: the orbitals hybridise along both axes. If one of them is zero, the bands can also touch elsewhere: for $A=0$, $t_1=t_2=1$ and $m=-3/2$ all four masses are nonzero, yet $H(\pi/3,0)=0$. Under these hypotheses, the block is gapped if and only if none of the four masses is zero. For $t_1=t_2=1$ the masses are $m+2$, $m$, $m$ and $m-2$, so the block is gapped exactly when $m$ is not $-2$, $0$ or $2$.

Suppose first that the block is gapped. At each of the four momenta both sines vanish, so $|\mathbf d|^2=M^2$. This must be nonzero, and hence so is the mass. In Lean, `h 0 0` is the gap hypothesis `h` applied to the momentum $(0,0)$, and `fun e =>` assumes that the corresponding mass is zero in order to reach a contradiction.

Conversely, suppose that all four masses are nonzero but that $H(\mathbf k)$ is singular at some $\mathbf k$. Then

$$(A\sin k_x)^2+(B\sin k_y)^2+M(\mathbf k)^2=0 .$$

A sum of real squares vanishes only if each square does; these are the steps `hx`, `hy` and `hz`. Dividing out $A$ and $B$ leaves $\sin k_x=\sin k_y=0$, named `sx` and `sy`. Each cosine is then $1$ or $-1$, and the two `rcases` lines split the proof into four cases. In each case $M(\mathbf k)=0$ says that one of the four masses vanishes, contrary to assumption. The `first` block tries the four assumptions until one fits.

## The sign of the mass fixes the parity of the lower band

```lean
/-- At a time-reversal-invariant momentum with nonzero mass M, a state of energy -|M| has
inversion parity -sign M. -/
theorem occupied_parity (A B t₁ t₂ m : ℝ) {kx ky : ℝ}
    (hx : Real.sin kx = 0) (hy : Real.sin ky = 0) (hM : mass t₁ t₂ m kx ky ≠ 0)
    (v : Fin 2 → ℂ)
    (hv : bhz A B t₁ t₂ m kx ky *ᵥ v = ((-|mass t₁ t₂ m kx ky| : ℝ) : ℂ) • v) :
    σz *ᵥ v = (-((SignType.sign (mass t₁ t₂ m kx ky) : ℝ) : ℂ)) • v := by
  -- only the mass term survives at an invariant momentum
  have hH : bhz A B t₁ t₂ m kx ky = (mass t₁ t₂ m kx ky : ℂ) • σz := by
    simp [bhz, pauliVec, hx, hy]
  rw [hH, Matrix.smul_mulVec] at hv
  have hc : (mass t₁ t₂ m kx ky : ℂ) ≠ 0 := Complex.ofReal_ne_zero.2 hM
  apply smul_right_injective _ hc
  show (mass t₁ t₂ m kx ky : ℂ) • (σz *ᵥ v) = (mass t₁ t₂ m kx ky : ℂ) • _
  rw [hv, smul_smul]
  congr 1
  rcases lt_or_gt_of_ne hM with h | h
  · simp [abs_of_neg h, sign_neg h]
  · simp [abs_of_pos h, sign_pos h]
```

The hypotheses `hx` and `hy` place $\mathbf k$ at an invariant momentum, `hM` says $M\neq0$, and `hv` says that the vector $v$ satisfies $Hv=-|M|v$. The symbol `*ᵥ` applies a matrix to a vector. No normalisation of $v$ is required, since the relation is linear. The conclusion is $\sigma_z v=-\operatorname{sign}(M)\,v$.

By hand, the sine terms drop out and $H=M\sigma_z$, which is the step `hH`. The eigenvalue equation becomes $M\sigma_z v=-|M|v$, and division by $M$ gives

$$\sigma_z v=-\frac{|M|}{M}\,v=-\operatorname{sign}(M)\,v .$$

Lean writes the division as a cancellation: `smul_right_injective` reduces the claim to the same equation multiplied by $M$. The final two cases are $M<0$ and $M>0$.

With the lower band filled, the four occupied parities are the four mass signs, each multiplied by $-1$. There are four such factors, so the product of the parities equals the product of the signs. A product of $-1$ means that one of the four occupied parities differs from the other three; a product of $1$ does not exclude a band inversion at two of the momenta. For the full BHZ model, with its time-reversed partner block, a gap between the bands and the lower bands filled, a product of $-1$ marks the quantum spin Hall phase. The theorems here concern the signs and parities of one block, not a topological invariant or edge states.

## When the four signs multiply to −1

```lean
/-- The product of the four mass signs is -1 exactly when |m| lies strictly between
||t₁| - |t₂|| and |t₁| + |t₂|. -/
theorem parityProduct_eq_neg_one_iff (t₁ t₂ m : ℝ) :
    parityProduct t₁ t₂ m = -1 ↔ |(|t₁| - |t₂|)| < |m| ∧ |m| < |t₁| + |t₂| := by
  have e : mass t₁ t₂ m 0 0 * mass t₁ t₂ m 0 Real.pi * mass t₁ t₂ m Real.pi 0 *
      mass t₁ t₂ m Real.pi Real.pi =
      (m ^ 2 - (t₁ + t₂) ^ 2) * (m ^ 2 - (t₁ - t₂) ^ 2) := by
    simp only [mass, Real.cos_zero, Real.cos_pi]
    ring
  -- the product depends on the hoppings only through their squares
  have key : ∀ a b : ℝ, (m ^ 2 - (a + b) ^ 2) * (m ^ 2 - (a - b) ^ 2) =
      m ^ 4 - 2 * m ^ 2 * (a ^ 2 + b ^ 2) + (a ^ 2 - b ^ 2) ^ 2 := by
    intro a b
    ring
  have e' : (m ^ 2 - (t₁ + t₂) ^ 2) * (m ^ 2 - (t₁ - t₂) ^ 2) =
      (m ^ 2 - (|t₁| + |t₂|) ^ 2) * (m ^ 2 - (|t₁| - |t₂|) ^ 2) := by
    rw [key, key, sq_abs, sq_abs]
  have hle : (|t₁| - |t₂|) ^ 2 ≤ (|t₁| + |t₂|) ^ 2 := by
    nlinarith [mul_nonneg (abs_nonneg t₁) (abs_nonneg t₂)]
  have h1 : |(|t₁| - |t₂|)| < |m| ↔ (|t₁| - |t₂|) ^ 2 < m ^ 2 := sq_lt_sq.symm
  have h2 : |m| < |t₁| + |t₂| ↔ m ^ 2 < (|t₁| + |t₂|) ^ 2 := by
    rw [sq_lt_sq, abs_of_nonneg (add_nonneg (abs_nonneg t₁) (abs_nonneg t₂))]
  unfold parityProduct
  rw [← sign_mul, ← sign_mul, ← sign_mul, e, e', sign_eq_neg_one_iff, h1, h2, mul_neg_iff]
  constructor
  · rintro (⟨a, b⟩ | ⟨a, b⟩)
    · exfalso
      linarith
    · constructor <;> linarith
  · rintro ⟨a, b⟩
    exact Or.inr ⟨by linarith, by linarith⟩
```

The result holds for all real hoppings, with no assumption about a gap:

$$\text{sign product}=-1\iff \big||t_1|-|t_2|\big|<|m|<|t_1|+|t_2| .$$

If one hopping is zero, the two bounds coincide and the product is never $-1$.

For the derivation, pair the masses that differ by a reversal of both hopping signs:

$$(m+t_1+t_2)(m-t_1-t_2)=m^2-(t_1+t_2)^2,$$
$$(m+t_1-t_2)(m-t_1+t_2)=m^2-(t_1-t_2)^2 .$$

The product of all four masses is the product of the two right-hand sides, which is the step `e`. Expanded, it reads

$$m^4-2m^2(t_1^2+t_2^2)+(t_1^2-t_2^2)^2 .$$

It contains only squares of the hoppings, so $t_1$ and $t_2$ may be replaced by $|t_1|$ and $|t_2|$; this is `key` followed by `e'`. With $S=|t_1|+|t_2|$ and $D=|t_1|-|t_2|$, the sign product is $-1$ exactly when

$$(m^2-S^2)(m^2-D^2)<0 .$$

One factor must be positive and the other negative. Since $D^2\le S^2$ (`hle`), the first factor cannot be the positive one. What remains is $D^2<m^2<S^2$, and `h1` and `h2` translate this into the stated bounds on $|m|$. In the code, `sign_mul` merges the four signs into the sign of one product, and `mul_neg_iff` splits the negative product into its two cases.

```lean
/-- For a gapped block with unit hoppings, the product of the four mass signs is -1 exactly
when |m| < 2. -/
theorem parityProduct_isotropic {A B m : ℝ} (h : Gapped A B 1 1 m) :
    parityProduct 1 1 m = -1 ↔ |m| < 2 := by
  -- the gap at momentum (0, π) excludes m = 0
  have hm : m ≠ 0 := fun e =>
    (isUnit_pauliVec _ _ _).1 (h 0 Real.pi) (by simp [mass, e])
  rw [parityProduct_eq_neg_one_iff]
  simp only [abs_one, sub_self, abs_zero, abs_pos]
  constructor
  · rintro ⟨_, h'⟩
    linarith
  · intro h'
    exact ⟨hm, by linarith⟩

end

end BHZParity
```

For $t_1=t_2=1$ the bounds become $0<|m|<2$. The lower one excludes only $m=0$, where the masses at $(0,\pi)$ and $(\pi,0)$ vanish and the sign product is $0$. A gapped block cannot have $m=0$: the step `hm` obtains this from the gap at $(0,\pi)$, whatever $A$ and $B$ are. The condition then reads simply $|m|<2$.

```lean
#print axioms BHZParity.bhz_inversion
-- 'BHZParity.bhz_inversion' depends on axioms: [propext, Classical.choice, Quot.sound]
#print axioms BHZParity.gapped_iff
-- 'BHZParity.gapped_iff' depends on axioms: [propext, Classical.choice, Quot.sound]
#print axioms BHZParity.occupied_parity
-- 'BHZParity.occupied_parity' depends on axioms: [propext, Classical.choice, Quot.sound]
#print axioms BHZParity.parityProduct_isotropic
-- 'BHZParity.parityProduct_isotropic' depends on axioms: [propext, Classical.choice, Quot.sound]
```

## Eight masses in three dimensions

The same argument applies to a cubic lattice with

$$H(\mathbf k)=\sum_{j=1}^{3}\sin k_j\,\Gamma_j+\Big(m+\sum_{j=1}^{3}\cos k_j\Big)\Gamma_0 ,$$

where $\Gamma_0,\dots,\Gamma_3$ are Hermitian $4\times4$ matrices that anticommute pairwise and square to the identity. Again $H^2$ is the squared length of the coefficient vector times the identity, so a gap closing needs all three sines to vanish. The eight masses are $m+3$, $m+1$ three times, $m-1$ three times, and $m-3$. The block is gapped unless $m$ is $\pm1$ or $\pm3$, and the product of the masses is

$$(m^2-9)(m^2-1)^3 ,$$

which is negative exactly when $1<|m|<3$. This cubic case, like the chain at the start, is worked out by hand and is not among the Lean theorems.
